# The quadratic form of a finite chain as weighted squares over bonds plus an end term

Take a finite, non-interacting chain with real amplitudes `f`, not assumed normalised, on-site coefficient `2 * c` and nearest-neighbour coupling −1. The lemma concerns the sum of `f (i + 1)` times (`2 * c * f (i + 1) - f i - f (i + 2)`) over sites 1 to `n + 1`, with `f 0 = 0`. If `a` solves `a i + a (i + 2) = 2 * c * a (i + 1)`, vanishes at site 0 and is nonzero on sites 1 to `n + 1`, this sum equals a sum over bonds of squared differences of `f / a`, weighted by products of neighbouring values of `a`, plus a term at the right end. The attempt proves an algebraic identity for one bond, then uses induction on `n`, adding one site at each step.

Lean 4 with Mathlib refuses this proof:

```lean
import Mathlib

open Matrix Filter Topology
open scoped Real

namespace SumOfSquares

noncomputable section

/-- Completing the squares along a chain: if `a` solves the three-term recurrence, starts from
zero and is nonzero on sites `1` to `n+1`, the quadratic form of `f` with `f 0 = 0` is a sum over
bonds of weighted squares plus a term at the right end. -/
theorem sum_of_squares (a f : ℕ → ℝ) (c : ℝ) (ha : a 0 = 0) (hf : f 0 = 0)
    (hrec : ∀ i, a i + a (i + 2) = 2 * c * a (i + 1)) (n : ℕ) (hne : ∀ i ≤ n, a (i + 1) ≠ 0) :
    ∑ i ∈ Finset.range (n + 1), (2 * c * f (i + 1) ^ 2 - f (i + 1) * (f i + f (i + 2)))
      = ∑ i ∈ Finset.range n,
          a (i + 1) * a (i + 2) * (f (i + 1) / a (i + 1) - f (i + 2) / a (i + 2)) ^ 2
        + (f (n + 1) ^ 2 * a (n + 2) / a (n + 1) - f (n + 1) * f (n + 2)) := by
  -- the identity for one bond
  have key : ∀ p q r x y z : ℝ, p ≠ 0 → q ≠ 0 → p + r = 2 * c * q →
      (x ^ 2 * q / p - x * y) + (2 * c * y ^ 2 - y * (x + z))
        = p * q * (x / p - y / q) ^ 2 + (y ^ 2 * r / q - y * z) := by
    intro p q r x y z hp hq h
    have hr : r = 2 * c * q - p := by linarith
    rw [hr]
    field_simp
    ring
  induction n with
  | zero =>
    have h := hrec 0
    have h1 := hne 0 le_rfl
    simp only [zero_add, ha] at h h1
    have h2 : f 1 ^ 2 * a 2 / a 1 = 2 * c * f 1 ^ 2 := by
      rw [div_eq_iff h1, h]
      ring
    simp only [Finset.sum_range_succ, Finset.sum_range_zero, zero_add, hf, h2]
    ring
  | succ n ih =>
    have k := key (a (n + 1)) (a (n + 2)) (a (n + 1 + 2)) (f (n + 1)) (f (n + 2))
      (f (n + 1 + 2)) (hne n (by omega)) (hne (n + 1) le_rfl) (hrec (n + 1))
    rw [Finset.sum_range_succ _ (n + 1), ih (fun i hi => hne i (by omega)),
      Finset.sum_range_succ _ n, show n + 1 + 1 = n + 2 from rfl]
    linarith

end

end SumOfSquares
```

Lean reports:

```
Main.lean:37:4: error: No goals to be solved
```

After these edits no error is left:

```diff
@@ -35,5 +35,4 @@
       ring
     simp only [Finset.sum_range_succ, Finset.sum_range_zero, zero_add, hf, h2]
-    ring
   | succ n ih =>
     have k := key (a (n + 1)) (a (n + 2)) (a (n + 1 + 2)) (f (n + 1)) (f (n + 2))
```

Diagnosis. The message "No goals to be solved" means that a tactic was called when nothing was left to prove. It points to the last `ring` of the `zero` case, after the final `simp only`.

That `simp only` already does all the work. It reduces the sum on the left to its single term and the empty sum on the right to zero. With `hf` and `zero_add`, the left side becomes `2 * c * f 1 ^ 2 - f 1 * f 2`. On the right, `h2` replaces `f 1 ^ 2 * a 2 / a 1` by `2 * c * f 1 ^ 2`, which gives the same expression. The two sides are then identical, so `simp only` closes the goal by reflexivity, and the `ring` that follows has no goal and raises the error.

The diff deletes that `ring`, and the case ends where its goal is closed. The mathematical argument is unchanged.
